# The des Cloizeaux vectors are the unique orthonormal frame nearest to linearly independent projected states

The projected states enter here as a bare matrix. Take a finite-dimensional model space with an orthonormal basis, project the chosen exact states onto it, and write the resulting coefficients as the columns of a complex matrix $M$. The Hamiltonian, the energies and the parts of the exact states outside the model space are left out, and all that is assumed of $M$ is that its columns are linearly independent. Physically, no combination of the chosen exact states is lost entirely in the projection.

The columns of $M$ are in general neither normalised nor orthogonal. The des Cloizeaux vectors are the columns of $U_0 = M(M^\dagger M)^{-1/2}$, the same formula as symmetric orthogonalisation. Among all orthonormal sets of the same size in the model space, they are the only one that minimises the sum of the squared distances to the corresponding columns of $M$. This is the sense of "nearest" used here.

## Matrices, distance and the overlap root

```lean
import Mathlib

open Matrix
open scoped ComplexOrder MatrixOrder

namespace DesCloizeauxNearest

noncomputable section

variable {n m : Type*} [Fintype n] [Fintype m] [DecidableEq m]
```

The finite index type `n` labels the model basis functions and `m` labels the states, so `Matrix n m ℂ` is a complex matrix with rows in `n` and columns in `m`. Lean writes `Mᴴ` for $M^\dagger$, `*ᵥ` for a matrix acting on a vector, and `⬝ᵥ` for the dot product without complex conjugation. The opened scopes supply the order relations: a complex number is nonnegative when it is real and at least zero, and a matrix is nonnegative when it is positive semidefinite.

```lean
/-- The squared Frobenius norm of a complex matrix: the sum of the squared moduli of its
entries. -/
def frobSq {k l : Type*} [Fintype k] [Fintype l] (A : Matrix k l ℂ) : ℝ :=
  ∑ i, ∑ j, ‖A i j‖ ^ 2
```

This is the squared Frobenius norm,
$$\|A\|_F^2=\sum_i\sum_j |A_{ij}|^2 .$$
For two sets of vectors stored as columns, `frobSq` of the difference adds up the squared distances between corresponding vectors. The order and phases of the vectors therefore matter.

```lean
/-- The positive square root of the overlap matrix `Mᴴ M` of the projected states, which are
the columns of `M`. -/
def overlapRoot (M : Matrix n m ℂ) : Matrix m m ℂ := CFC.sqrt (Mᴴ * M)
```

Write $R=(M^\dagger M)^{1/2}$ for `overlapRoot M`. The matrix $M^\dagger M$ contains the overlaps of the projected states. `CFC.sqrt` is Mathlib's square root from the functional calculus: in the eigenbasis of $M^\dagger M$, it replaces each eigenvalue by its nonnegative root.

```lean
/-- The des Cloizeaux vectors `M (Mᴴ M)^(-1/2)`, for projected states `M` that are linearly
independent. -/
def desCloizeaux (M : Matrix n m ℂ) : Matrix n m ℂ := M * (overlapRoot M)⁻¹
```

This is $U_0=MR^{-1}$. Lean's matrix inverse is defined even for singular matrices, where it returns zero, so the definition has its intended meaning only under the linear independence that the theorems assume.

## Two ways to write a trace

```lean
/-- The squared Frobenius norm of `A` is the real part of the trace of `Aᴴ A`. -/
theorem frobSq_eq_trace {k l : Type*} [Fintype k] [Fintype l] (A : Matrix k l ℂ) :
    frobSq A = (trace (Aᴴ * A)).re := by
  simp only [frobSq, trace, diag_apply, mul_apply, conjTranspose_apply, Complex.re_sum]
  rw [Finset.sum_comm]
  refine Finset.sum_congr rfl fun j _ => Finset.sum_congr rfl fun i _ => ?_
  rw [Complex.sq_norm, Complex.normSq_apply]
  simp [Complex.mul_re]
```

By hand,
$$\operatorname{tr}(A^\dagger A)=\sum_j\sum_i \overline{A_{ij}}A_{ij}=\sum_i\sum_j|A_{ij}|^2 .$$
The proof expands the trace, exchanges the sums with `Finset.sum_comm`, and compares the terms one by one. The real part `.re` appears because a trace has type `ℂ` while `frobSq` is a real number.

```lean
omit [DecidableEq m] in
/-- The trace of `D R Dᴴ` is the sum of the quadratic forms of `R` on the conjugated rows
of `D`. -/
theorem trace_eq_sum_rows (D : Matrix n m ℂ) (R : Matrix m m ℂ) :
    trace (D * R * Dᴴ) = ∑ i, star (star (D i)) ⬝ᵥ (R *ᵥ star (D i)) := by
  unfold Matrix.trace
  refine Finset.sum_congr rfl fun i _ => ?_
  rw [star_star, Matrix.dotProduct_mulVec]
  rfl
```

In Lean, `D i` is row $i$ of $D$. Let $x_i$ be the column vector made of the complex conjugates of that row. Then
$$(DRD^\dagger)_{ii}=\sum_{j,j'}D_{ij}R_{jj'}\overline{D_{ij'}}=x_i^\dagger R\,x_i ,$$
and summing over $i$ gives the statement. The double `star` is there to display each term as a quadratic form $x^\dagger R x$, the form in which positivity is used later.

## The exact gap between two frames

```lean
/-- For orthonormal frames `V` and `U` and Hermitian `R`, the squared distance from `V R` to `U`
equals that from `V R` to `V` plus the real part of the trace of `(V - U) R (V - U)ᴴ`. -/
theorem frobSq_gap {V U : Matrix n m ℂ} {R : Matrix m m ℂ} (hV : Vᴴ * V = 1)
    (hU : Uᴴ * U = 1) (hR : R.IsHermitian) :
    frobSq (V * R - U) = frobSq (V * R - V) + (trace ((V - U) * R * (V - U)ᴴ)).re := by
  have h : (V * R)ᴴ * (V * R) = R * R := by
    rw [conjTranspose_mul, hR.eq, Matrix.mul_assoc, ← Matrix.mul_assoc Vᴴ, hV, Matrix.one_mul]
  -- expand the Gram matrix of the difference for any orthonormal frame
  have e1 : ∀ W : Matrix n m ℂ, Wᴴ * W = 1 →
      (V * R - W)ᴴ * (V * R - W) = R * R - R * (Vᴴ * W) - Wᴴ * V * R + 1 := by
    intro W hW
    rw [conjTranspose_sub, Matrix.sub_mul, Matrix.mul_sub, Matrix.mul_sub, h, hW,
      conjTranspose_mul, hR.eq, Matrix.mul_assoc R, Matrix.mul_assoc Wᴴ]
    abel
  have e3 : (V - U)ᴴ * (V - U) = 1 - Vᴴ * U - (Uᴴ * V - 1) := by
    rw [conjTranspose_sub, Matrix.sub_mul, Matrix.mul_sub, Matrix.mul_sub, hV, hU]
  -- the cyclic property of the trace brings the gap to the same terms
  have e4 : trace ((V - U) * R * (V - U)ᴴ) =
      trace R - trace (R * (Vᴴ * U)) - (trace (Uᴴ * V * R) - trace R) := by
    rw [trace_mul_comm, ← Matrix.mul_assoc, e3, trace_mul_comm R (Vᴴ * U)]
    simp only [Matrix.sub_mul, Matrix.one_mul, trace_sub]
  rw [frobSq_eq_trace, frobSq_eq_trace, e1 U hU, e1 V hV, e4, hV]
  simp only [Matrix.mul_one, Matrix.one_mul, trace_add, trace_sub, Complex.add_re,
    Complex.sub_re]
  ring
```

Let $V$ and $U$ have orthonormal columns, which is what `hV` and `hU` say, and let $R$ now be any Hermitian matrix. The claim is
$$\|VR-U\|_F^2=\|VR-V\|_F^2+\operatorname{Re}\operatorname{tr}\big[(V-U)R(V-U)^\dagger\big].$$

For any $W$ with $W^\dagger W=1$, multiplying out gives
$$(VR-W)^\dagger(VR-W)=R^2-RV^\dagger W-W^\dagger VR+1 .$$
Take the trace for $W=U$ and subtract the trace for $W=V$. The terms $R^2$ and $1$ cancel, leaving
$$2\operatorname{tr}R-\operatorname{tr}(RV^\dagger U)-\operatorname{tr}(U^\dagger VR).$$
On the other side, cyclicity of the trace gives
$$\operatorname{tr}[(V-U)R(V-U)^\dagger]=\operatorname{tr}[(V-U)^\dagger(V-U)R]=\operatorname{tr}[(2-V^\dagger U-U^\dagger V)R],$$
which is the same expression.

In the code, `h` is $(VR)^\dagger VR=R^2$, `e1` is the expansion for general $W$, and `e3` and `e4` treat the gap term. The final `ring` collects the real parts. Positivity of $R$ has not been used yet.

## Orthonormality from linear independence

```lean
/-- For linearly independent projected states the square root of the overlap matrix is positive
definite, and its square is the overlap matrix. -/
theorem overlapRoot_posDef {M : Matrix n m ℂ} (hM : Function.Injective M.mulVec) :
    (overlapRoot M).PosDef ∧ overlapRoot M * overlapRoot M = Mᴴ * M := by
  have hsq : overlapRoot M * overlapRoot M = Mᴴ * M :=
    CFC.sqrt_mul_sqrt_self _ (Matrix.nonneg_iff_posSemidef.mpr
      (posSemidef_conjTranspose_mul_self M))
  have hpsd : (overlapRoot M).PosSemidef :=
    Matrix.nonneg_iff_posSemidef.mp (CFC.sqrt_nonneg _)
  have hS : IsUnit (Mᴴ * M) := (Matrix.PosDef.conjTranspose_mul_self M hM).isUnit
  rw [← hsq, Matrix.isUnit_iff_isUnit_det, det_mul] at hS
  exact ⟨hpsd.posDef_iff_isUnit.mpr
    ((Matrix.isUnit_iff_isUnit_det _).mpr (isUnit_of_mul_isUnit_left hS)), hsq⟩
```

The hypothesis `Function.Injective M.mulVec` says that $Mx=My$ forces $x=y$, which is full column rank. For $x\neq0$ it gives $x^\dagger M^\dagger Mx=\|Mx\|^2>0$, so $M^\dagger M$ is positive definite and hence invertible. Since $R^2=M^\dagger M$, we have $(\det R)^2=\det(M^\dagger M)\neq0$, so $R$ is invertible too. A positive semidefinite invertible matrix has only positive eigenvalues, so $R$ is positive definite.

In the code, `hsq` is the square-root property, `hpsd` is semidefiniteness, and `hS` is invertibility of the overlap matrix, which passes to $R$ through the determinant.

```lean
/-- The des Cloizeaux vectors are orthonormal, and multiplying them by the square root of the
overlap matrix gives back the projected states. -/
theorem desCloizeaux_polar {M : Matrix n m ℂ} (hM : Function.Injective M.mulVec) :
    (desCloizeaux M)ᴴ * desCloizeaux M = 1 ∧ desCloizeaux M * overlapRoot M = M := by
  obtain ⟨hR, hsq⟩ := overlapRoot_posDef hM
  have hdet : IsUnit (overlapRoot M).det := (Matrix.isUnit_iff_isUnit_det _).mp hR.isUnit
  constructor
  · calc (desCloizeaux M)ᴴ * desCloizeaux M
        = (overlapRoot M)⁻¹ * (Mᴴ * M) * (overlapRoot M)⁻¹ := by
          rw [desCloizeaux, conjTranspose_mul, conjTranspose_nonsing_inv, hR.isHermitian.eq]
          simp only [Matrix.mul_assoc]
      _ = 1 := by
          rw [← hsq, ← Matrix.mul_assoc, nonsing_inv_mul _ hdet, Matrix.one_mul,
            mul_nonsing_inv _ hdet]
  · rw [desCloizeaux, Matrix.mul_assoc, nonsing_inv_mul _ hdet, Matrix.mul_one]
```

With $R$ Hermitian and invertible,
$$U_0^\dagger U_0=R^{-1}M^\dagger MR^{-1}=R^{-1}R\,R\,R^{-1}=1,\qquad U_0R=MR^{-1}R=M .$$
The second equation is the polar decomposition of $M$: an orthonormal frame times a positive matrix. The `calc` block is the first chain of equalities.

## The nearest frame

```lean
/-- Among all orthonormal frames `U`, the des Cloizeaux vectors are the closest to the linearly
independent projected states `M` in Frobenius norm, and they are the only closest frame. -/
theorem desCloizeaux_nearest {M : Matrix n m ℂ} (hM : Function.Injective M.mulVec) :
    (desCloizeaux M)ᴴ * desCloizeaux M = 1 ∧
    ∀ U : Matrix n m ℂ, Uᴴ * U = 1 →
      frobSq (M - desCloizeaux M) ≤ frobSq (M - U) ∧
      (frobSq (M - U) = frobSq (M - desCloizeaux M) ↔ U = desCloizeaux M) := by
  obtain ⟨hV, hVR⟩ := desCloizeaux_polar hM
  have hR := (overlapRoot_posDef hM).1
  refine ⟨hV, fun U hU => ?_⟩
  have gap := frobSq_gap hV hU hR.isHermitian
  rw [hVR, trace_eq_sum_rows, Complex.re_sum] at gap
  -- every row contributes a nonnegative amount
  have hrow : ∀ i ∈ Finset.univ, 0 ≤ (star (star ((desCloizeaux M - U) i)) ⬝ᵥ
      (overlapRoot M *ᵥ star ((desCloizeaux M - U) i))).re := fun i _ =>
    (Complex.nonneg_iff.mp (hR.posSemidef.dotProduct_mulVec_nonneg _)).1
  refine ⟨by linarith [Finset.sum_nonneg hrow], fun heq => ?_, fun h => by rw [h]⟩
  -- a vanishing gap forces every row of the difference to vanish
  have hzero := (Finset.sum_eq_zero_iff_of_nonneg hrow).mp (by linarith)
  have hD : desCloizeaux M - U = 0 := by
    funext i
    by_contra hi
    have hpos := hR.dotProduct_mulVec_pos (star_ne_zero.mpr hi)
    exact (Complex.pos_iff.mp hpos).1.ne' (hzero i (Finset.mem_univ i))
  exact (sub_eq_zero.mp hD).symm
```

The statement has three parts. The columns of $U_0$ are orthonormal; every $U$ with $U^\dagger U=1$ satisfies $\|M-U_0\|_F^2\le\|M-U\|_F^2$; and the two distances are equal exactly when $U=U_0$.

Put $V=U_0$ in the gap identity and use $U_0R=M$. With $x_i$ the conjugated row $i$ of $U_0-U$,
$$\|M-U\|_F^2=\|M-U_0\|_F^2+\sum_i x_i^\dagger R\,x_i .$$
Every term in the sum is nonnegative, which gives the inequality. If the distances agree, the sum is zero, so each term is zero. Because $R$ is positive definite, each $x_i$ vanishes, and $U=U_0$.

Lean calls the displayed equation `gap` and the nonnegativity of its terms `hrow`. The equality case uses `hzero`, which says that every term vanishes. For `hD`, the proof supposes that some row of the difference is nonzero and contradicts `hzero` with the strict positivity of $R$.

In multireference theory, combining these vectors with the exact energies gives a Hermitian effective Hamiltonian when there are as many states as model functions; the theorem concerns only the choice of vectors, in a finite-dimensional model space with linearly independent projections.

## How far the projected states are from orthonormal

```lean
/-- The squared distance from the projected states to the des Cloizeaux vectors equals the squared
distance from the square root of the overlap matrix to the identity. -/
theorem frobSq_sub_desCloizeaux {M : Matrix n m ℂ} (hM : Function.Injective M.mulVec) :
    frobSq (M - desCloizeaux M) = frobSq (overlapRoot M - 1) := by
  obtain ⟨hV, hVR⟩ := desCloizeaux_polar hM
  have h : M - desCloizeaux M = desCloizeaux M * (overlapRoot M - 1) := by
    rw [Matrix.mul_sub, hVR, Matrix.mul_one]
  rw [h, frobSq_eq_trace, frobSq_eq_trace, conjTranspose_mul, Matrix.mul_assoc,
    ← Matrix.mul_assoc (desCloizeaux M)ᴴ, hV, Matrix.one_mul]
```

The projected states are again assumed linearly independent, so $M=U_0R$ with $U_0^\dagger U_0=1$, and the difference is $M-U_0=U_0(R-1)$. Multiplication by a frame with orthonormal columns leaves the Frobenius norm unchanged:
$$\|M-U_0\|_F^2=\operatorname{tr}[(R-1)^\dagger U_0^\dagger U_0(R-1)]=\|R-1\|_F^2 .$$
The proof establishes the factorisation as `h`, rewrites both norms as traces and removes $U_0^\dagger U_0$. If $\sigma_j$ are the eigenvalues of $R$, the squared distance is $\sum_j(\sigma_j-1)^2$.

For a numerical instance with two states in a two-dimensional model space, take
$$M=\begin{pmatrix}0.40&-0.58\\0.70&0.56\end{pmatrix},\qquad M^\dagger M=\begin{pmatrix}0.65&0.16\\0.16&0.65\end{pmatrix}.$$
The positive square root and the des Cloizeaux vectors are
$$R=\begin{pmatrix}0.8&0.1\\0.1&0.8\end{pmatrix},\qquad U_0=\begin{pmatrix}0.6&-0.8\\0.8&0.6\end{pmatrix},$$
as multiplying out $R^2$ and $U_0R$ confirms. The squared distance is $\|R-1\|_F^2=2(0.2)^2+2(0.1)^2=0.10$. Gram–Schmidt orthogonalisation starting from the first column also gives an orthonormal frame, but its squared distance from $M$ is about $0.125$.

## Recognising the vectors without a square root

```lean
/-- An orthonormal frame `U` consists of the des Cloizeaux vectors exactly when the projected
states are `U P` for some positive semidefinite `P`. -/
theorem eq_desCloizeaux_iff {M U : Matrix n m ℂ} (hM : Function.Injective M.mulVec)
    (hU : Uᴴ * U = 1) :
    U = desCloizeaux M ↔ ∃ P : Matrix m m ℂ, P.PosSemidef ∧ M = U * P := by
  obtain ⟨hV, hVR⟩ := desCloizeaux_polar hM
  constructor
  · rintro rfl
    exact ⟨overlapRoot M, (overlapRoot_posDef hM).1.posSemidef, hVR.symm⟩
  · rintro ⟨P, hP, hMP⟩
    -- such a frame is itself a minimiser, and the minimiser is unique
    have gap := frobSq_gap hU hV hP.isHermitian
    rw [← hMP, trace_eq_sum_rows, Complex.re_sum] at gap
    have hnn : 0 ≤ ∑ i, (star (star ((U - desCloizeaux M) i)) ⬝ᵥ
        (P *ᵥ star ((U - desCloizeaux M) i))).re :=
      Finset.sum_nonneg fun i _ =>
        (Complex.nonneg_iff.mp (hP.dotProduct_mulVec_nonneg _)).1
    obtain ⟨hle, huniq⟩ := (desCloizeaux_nearest hM).2 U hU
    exact huniq.mp (by linarith)

end

end DesCloizeauxNearest
```

Suppose the columns of $M$ are linearly independent and those of $U$ are orthonormal. Then $U=U_0$ exactly when $M=UP$ for some positive semidefinite $P$. Linear independence is needed: for $M=0$, every $U$ would pass the test with $P=0$. A candidate frame can thus be identified from its factorisation of $M$, without computing $(M^\dagger M)^{-1/2}$.

In the forward direction, $P=R$ works. For the converse, apply the gap identity with $U$ in the role of $V$, $U_0$ as the competing frame and $P$ in place of $R$:
$$\|M-U_0\|_F^2=\|M-U\|_F^2+\operatorname{Re}\operatorname{tr}\big[(U-U_0)P(U-U_0)^\dagger\big].$$
The last term is nonnegative, which is `hnn`, so $U$ is at least as close to $M$ as $U_0$ is. The previous minimisation theorem gives the opposite inequality, and its uniqueness part, `huniq`, yields $U=U_0$.

## Starting from the exact states themselves

Another model would keep the exact states as data: a matrix $\Psi$ with orthonormal columns in a larger finite-dimensional space, together with the projector onto the model space. The frames $U$ would still lie in the model space, but the distance would be measured to $\Psi$. Splitting $\Psi$ into its model part $M$ and its outside part $\Psi_\perp$ gives, by Pythagoras,
$$\|\Psi-U\|_F^2=\|M-U\|_F^2+\|\Psi_\perp\|_F^2 .$$
The last term does not depend on $U$, so the nearest frame would be the same and only the minimal distance would change. That version would also carry the restriction $\sigma_j\le1$, because projection cannot lengthen a vector. The matrix version does not need this bound and applies to any linearly independent columns.

```lean
#print axioms DesCloizeauxNearest.desCloizeaux_nearest
#print axioms DesCloizeauxNearest.frobSq_sub_desCloizeaux
#print axioms DesCloizeauxNearest.eq_desCloizeaux_iff
```

```
'DesCloizeauxNearest.desCloizeaux_nearest' depends on axioms: [propext, Classical.choice, Quot.sound]
'DesCloizeauxNearest.frobSq_sub_desCloizeaux' depends on axioms: [propext, Classical.choice, Quot.sound]
'DesCloizeauxNearest.eq_desCloizeaux_iff' depends on axioms: [propext, Classical.choice, Quot.sound]
```
